# Computing ⟨S²⟩ from the mean electron number and the two traces of the spin-free two-matrix

A correlated calculation may keep only the spin-summed one- and two-particle density matrices, because a spin-free Hamiltonian with one- and two-body terms needs no more for the energy. When the program then reports $\langle S^2\rangle$ as a check on the spin state, it can do so without restoring the spin labels: for a fixed, known electron number, one extra contraction of the stored two-particle array is enough.

## The exchange trace carries the spin

Let $p,q,r,s$ label finitely many orthonormal spatial orbitals and $\sigma,\tau$ the spins ↑ and ↓. Write $c_{p\sigma}$ for creators, $a_{p\sigma}$ for annihilators, and $N=\sum_{p\sigma}c_{p\sigma}a_{p\sigma}$ for the electron number. Spin is in units of $\hbar$. For a linear functional $w$, such as the expectation value in a state, the spin-free two-matrix is

$$\Gamma(pq,rs)=\sum_{\sigma\tau}w(c_{p\sigma}c_{q\tau}a_{s\tau}a_{r\sigma}).$$

Its exchange trace is $X=\sum_{pq}\Gamma(pq,qp)$ and its direct trace is $D=\sum_{pq}\Gamma(pq,pq)$. Then

$$w(S^2)=\tfrac14 w\big(N(4-N)\big)-\tfrac12X=\tfrac34w(N)-\tfrac14D-\tfrac12X.$$

Dirac's identity is usually met for a single pair, where the operator exchanging two spins is $\tfrac12+2\,\mathbf s_1\cdot\mathbf s_2$. The result here is its second-quantised form, summed over all pairs. By antisymmetry, exchanging the spins of two electrons is minus exchanging their spatial orbitals; $X$ is the mean of the orbital exchange summed over ordered pairs, so it enters with a minus sign.

## Index order, normalisation and spin constraints

If the array is stored as `dm2[p,r,q,s]` $=\Gamma(pq,rs)$, the exchange trace sums `dm2[p,q,q,p]` and the direct trace sums `dm2[p,p,q,q]`. For a fixed electron number $n$ and a normalised state, $D=n(n-1)$. An array normalised to $n(n-1)/2$ must be doubled first. Both spins must use the same spatial orbitals, so unrestricted orbitals have to be transformed to a common set before the spin sum.

In a variational two-matrix calculation with fixed $n$ and a finite orbital set, the same relation gives a linear constraint for a target spin $S$:

$$X=\tfrac12n(4-n)-2S(S+1).$$

This is a necessary condition on the two-matrix of a state with that spin; it does not make a trial array N-representable.

## Two electrons in two orbitals

Take $A=c_{1\uparrow}c_{2\downarrow}|0\rangle$ and $B=c_{1\downarrow}c_{2\uparrow}|0\rangle$, and let $\hat X=\sum_{pq\sigma\tau}c_{p\sigma}c_{q\tau}a_{p\tau}a_{q\sigma}$ be the operator whose mean is $X$. Terms with $p=q$ vanish on $A$, since no orbital is doubly occupied. The terms $(p,q)=(1,2)$ and $(2,1)$ each give $-B$, so $\hat XA=-2B$, and likewise $\hat XB=-2A$.

Here $N(4-N)/4=1$, so $\langle S^2\rangle=1-X/2$:

| Normalised state | $X$ | $\langle S^2\rangle$ |
|---|---:|---:|
| $(A-B)/\sqrt2$, singlet | $2$ | $0$ |
| $A$, single determinant | $0$ | $1$ |
| $(A+B)/\sqrt2$, triplet | $-2$ | $2$ |

All three have $D=2$; only the exchange trace tells them apart.

## Normal ordering the spin operators

The canonical anticommutation relations (CAR) say that two creators anticommute, two annihilators anticommute, and $a_{p\tau}c_{q\mu}+c_{q\mu}a_{p\tau}=\delta_{pq}\delta_{\tau\mu}$. Define

$$T_{\sigma\tau}=\sum_pc_{p\sigma}a_{p\tau},\qquad P_{\sigma\mu\tau\nu}=\sum_{pq}c_{p\sigma}c_{q\mu}a_{p\tau}a_{q\nu}.$$

Moving the inner annihilator past the inner creator gives

$$T_{\sigma\tau}T_{\mu\nu}=\delta_{\tau\mu}T_{\sigma\nu}-P_{\sigma\mu\tau\nu}.$$

Swapping the two creators and the two annihilators produces two signs, which cancel. Renaming $p\leftrightarrow q$ then gives $P_{\sigma\mu\tau\nu}=P_{\mu\sigma\nu\tau}$.

Set $U=T_{\uparrow\uparrow}$, $V=T_{\downarrow\downarrow}$, $S_+=T_{\uparrow\downarrow}$, $S_-=T_{\downarrow\uparrow}$ and $S_z=(U-V)/2$. The product rule gives

$$S_+S_--S_-S_+=U-P_{\uparrow\downarrow\downarrow\uparrow}-V+P_{\downarrow\uparrow\uparrow\downarrow}=U-V=2S_z.$$

With $S_x=(S_++S_-)/2$ and $S_y=-\tfrac i2(S_+-S_-)$,

$$S_x^2+S_y^2=\tfrac12(S_+S_-+S_-S_+)=S_-S_++S_z,$$

and hence $S^2=S_-S_++S_z^2+S_z$. Inserting $S_-S_+=V-P_{\downarrow\uparrow\uparrow\downarrow}$ and $N=U+V$,

$$S^2=\tfrac12N+\tfrac14(U-V)^2-P_{\downarrow\uparrow\uparrow\downarrow}.$$

Now $(U-V)^2=2U^2+2V^2-N^2$, while $U^2=U-P_{\uparrow\uparrow\uparrow\uparrow}$ and $V^2=V-P_{\downarrow\downarrow\downarrow\downarrow}$. Therefore

$$S^2=N-\tfrac14N^2-\tfrac12\big(P_{\uparrow\uparrow\uparrow\uparrow}+P_{\downarrow\downarrow\downarrow\downarrow}+2P_{\downarrow\uparrow\uparrow\downarrow}\big).$$

By the exchange symmetry of $P$, the bracket is the sum of all four spin channels of $\hat X$, so $S^2=N(4-N)/4-\hat X/2$. Applying $w$ gives the first formula for $w(S^2)$.

For the direct trace, normal ordering $N^2$ gives

$$N^2=N+\sum_{pq\sigma\tau}c_{p\sigma}c_{q\tau}a_{q\tau}a_{p\sigma},$$

so $D=w(N^2)-w(N)$. Eliminating $w(N^2)$ gives the second formula. If $w(N)=n$ and $w(N^2)=n^2$, the first formula reads $w(S^2)=n(4-n)/4-X/2$; setting this equal to $S(S+1)$ and solving for $X$ gives the constraint above, and the steps reverse.

## The Lean file

```lean
import Mathlib

open Finset

namespace DiracSpinExchange

noncomputable section

variable {O A : Type*} [Fintype O] [DecidableEq O] [Ring A]

/-- Canonical anticommutation relations for creators `c p s` and annihilators `a p s`, with
spatial orbital `p` and spin `s` (`true` is up, `false` is down). -/
structure CAR (c a : O → Bool → A) : Prop where
  aa : ∀ p q s t, a p s * a q t + a q t * a p s = 0
  cc : ∀ p q s t, c p s * c q t + c q t * c p s = 0
  ac : ∀ p q s t, a p s * c q t + c q t * a p s = if p = q ∧ s = t then 1 else 0

variable (c a : O → Bool → A)

/-- The operator that turns spin `t` into spin `s`, summed over all orbitals. -/
def transfer (s t : Bool) : A := ∑ p, c p s * a p t

/-- Minus the normal-ordered product of two spin transfers, `τ` to `σ` and `ν` to `μ`. -/
def pairOp (σ μ τ ν : Bool) : A := ∑ p, ∑ q, c p σ * c q μ * a p τ * a q ν

/-- The electron number operator. -/
def numberOp : A := ∑ p, ∑ s, c p s * a p s

/-- The spin raising operator. -/
def sPlus : A := transfer c a true false

/-- The spin lowering operator. -/
def sMinus : A := transfer c a false true

variable [Algebra ℂ A]

/-- The x component of the total spin. -/
def sX : A := (1 / 2 : ℂ) • (sPlus c a + sMinus c a)

/-- The y component of the total spin. -/
def sY : A := (-Complex.I / 2) • (sPlus c a - sMinus c a)

/-- The z component of the total spin: half the difference of up and down electron numbers. -/
def sZ : A := (1 / 2 : ℂ) • (transfer c a true true - transfer c a false false)

/-- The square of the total spin. -/
def spinSq : A := sX c a * sX c a + sY c a * sY c a + sZ c a * sZ c a

/-- The spin-free two-matrix `Γ(pq,rs)` of a linear functional `w`. -/
def twoMatrix (w : A →ₗ[ℂ] ℂ) (p q r s : O) : ℂ :=
  ∑ σ, ∑ τ, w (c p σ * c q τ * a s τ * a r σ)

variable {c a}

omit [Algebra ℂ A] in
/-- Normal ordering of a product of two spin transfers: a one-body contraction appears
when the inner spins agree. -/
theorem transfer_mul (h : CAR c a) (σ τ μ ν : Bool) :
    transfer c a σ τ * transfer c a μ ν =
      (if τ = μ then transfer c a σ ν else 0) - pairOp c a σ μ τ ν := by
  have key : ∀ p q, c p σ * a p τ * (c q μ * a q ν) =
      (if p = q then (if τ = μ then c p σ * a q ν else 0) else 0)
        - c p σ * c q μ * a p τ * a q ν := by
    intro p q
    -- move the annihilator to the right of the creator
    have h2 := eq_sub_of_add_eq (h.ac p q τ μ)
    calc c p σ * a p τ * (c q μ * a q ν)
        = c p σ * (a p τ * c q μ) * a q ν := by simp only [mul_assoc]
      _ = _ := by
        rw [h2]
        by_cases hp : p = q <;> by_cases ht : τ = μ <;>
          simp [hp, ht, mul_sub, sub_mul, mul_assoc]
  simp only [transfer, pairOp]
  rw [Finset.sum_mul_sum]
  simp only [key, Finset.sum_sub_distrib]
  by_cases ht : τ = μ <;> simp [ht]

omit [Algebra ℂ A] in
/-- The normal-ordered pair operator is unchanged when the two electrons are relabelled. -/
theorem pairOp_swap (h : CAR c a) (σ μ τ ν : Bool) :
    pairOp c a σ μ τ ν = pairOp c a μ σ ν τ := by
  unfold pairOp
  rw [Finset.sum_comm]
  refine Finset.sum_congr rfl fun q _ => Finset.sum_congr rfl fun p _ => ?_
  have h1 := eq_neg_of_add_eq_zero_left (h.cc p q σ μ)
  have h2 := eq_neg_of_add_eq_zero_left (h.aa p q τ ν)
  calc c p σ * c q μ * a p τ * a q ν
      = (c p σ * c q μ) * (a p τ * a q ν) := mul_assoc _ _ _
    _ = c q μ * c p σ * a q ν * a p τ := by
      rw [h1, h2, neg_mul_neg, ← mul_assoc]

/-- The ladder operators of the total spin obey `[S₊, S₋] = 2 Sz`. -/
theorem ladder_commutator (h : CAR c a) :
    sPlus c a * sMinus c a - sMinus c a * sPlus c a = (2 : ℂ) • sZ c a := by
  rw [sPlus, sMinus, transfer_mul h, transfer_mul h, if_pos rfl, if_pos rfl,
    pairOp_swap h true false false true, sZ]
  module

/-- The squared total spin equals `S₋ S₊ + Sz² + Sz`. -/
theorem spinSq_ladder (h : CAR c a) :
    spinSq c a = sMinus c a * sPlus c a + sZ c a * sZ c a + sZ c a := by
  have e1 : (1 / 2 : ℂ) * (1 / 2) = 1 / 4 := by norm_num
  have e2 : (-Complex.I / 2) * (-Complex.I / 2) = -1 / 4 := by
    linear_combination (1 / 4 : ℂ) * Complex.I_sq
  rw [spinSq, sX, sY, smul_mul_smul_comm, smul_mul_smul_comm, e1, e2]
  simp only [mul_add, add_mul, mul_sub, sub_mul]
  linear_combination (norm := module) (1 / 2 : ℂ) • ladder_commutator h

/-- Dirac's identity for operators: the squared total spin is a function of the electron number
minus half the operator that exchanges the spatial orbitals of two electrons, summed over ordered
pairs. -/
theorem dirac_operator (h : CAR c a) :
    spinSq c a = (1 / 4 : ℂ) • (numberOp c a * (4 - numberOp c a))
      - (1 / 2 : ℂ) • ∑ p, ∑ q, ∑ s, ∑ t, c p s * c q t * a p t * a q s := by
  have hX : ∑ p, ∑ q, ∑ s, ∑ t, c p s * c q t * a p t * a q s =
      pairOp c a true true true true + pairOp c a true false false true
        + pairOp c a false true true false + pairOp c a false false false false := by
    simp only [pairOp, Fintype.sum_bool, Finset.sum_add_distrib]
    abel
  have hN : numberOp c a = transfer c a true true + transfer c a false false := by
    simp only [numberOp, transfer, Fintype.sum_bool, Finset.sum_add_distrib]
  have h4 : ∀ x : A, x * (4 - x) = x + x + x + x - x * x := fun x => by noncomm_ring
  -- the spin channels, each normal ordered
  have hU := transfer_mul h true true true true
  have hD := transfer_mul h false false false false
  rw [if_pos rfl] at hU hD
  have hM : sMinus c a * sPlus c a =
      transfer c a false false - pairOp c a false true true false := by
    rw [sMinus, sPlus, transfer_mul h, if_pos rfl]
  have hS := pairOp_swap h true false false true
  rw [spinSq_ladder h, hX, h4, hN, hM, sZ]
  simp only [smul_mul_assoc, mul_smul_comm, mul_add, add_mul, mul_sub, sub_mul]
  linear_combination (norm := module)
    (1 / 2 : ℂ) • hU + (1 / 2 : ℂ) • hD + (1 / 2 : ℂ) • hS

/-- Dirac's identity for expectation values: `w(S²)` is fixed by the electron number
statistics and the exchange trace of the spin-free two-matrix. -/
theorem dirac_identity (h : CAR c a) (w : A →ₗ[ℂ] ℂ) :
    w (spinSq c a) = w (numberOp c a * (4 - numberOp c a)) / 4
      - (∑ p, ∑ q, twoMatrix c a w p q q p) / 2 := by
  rw [dirac_operator h]
  simp only [twoMatrix, map_sub, map_smul, map_sum, smul_eq_mul]
  ring

/-- The direct trace of the spin-free two-matrix is `w(N²) - w(N)`. -/
theorem direct_trace (h : CAR c a) (w : A →ₗ[ℂ] ℂ) :
    ∑ p, ∑ q, twoMatrix c a w p q p q =
      w (numberOp c a * numberOp c a) - w (numberOp c a) := by
  have hs : ∀ p q σ τ, c p σ * c q τ * a q τ * a p σ =
      -(c p σ * c q τ * a p σ * a q τ) := by
    intro p q σ τ
    rw [mul_assoc, eq_neg_of_add_eq_zero_left (h.aa q p τ σ), mul_neg, ← mul_assoc]
  have hN : numberOp c a = transfer c a true true + transfer c a false false := by
    simp only [numberOp, transfer, Fintype.sum_bool, Finset.sum_add_distrib]
  have hop : ∑ p, ∑ q, ∑ σ, ∑ τ, c p σ * c q τ * a q τ * a p σ =
      numberOp c a * numberOp c a - numberOp c a := by
    rw [hN]
    simp only [mul_add, add_mul, transfer_mul h]
    simp only [hs, pairOp, Fintype.sum_bool, Finset.sum_add_distrib,
      Finset.sum_neg_distrib, if_true, reduceCtorEq, if_false]
    abel
  rw [← map_sub, ← hop]
  simp only [twoMatrix, map_sum]

/-- The mean squared spin from the mean electron number and the direct and exchange traces
of the spin-free two-matrix. -/
theorem spinSq_from_traces (h : CAR c a) (w : A →ₗ[ℂ] ℂ) :
    w (spinSq c a) = 3 / 4 * w (numberOp c a)
      - (∑ p, ∑ q, twoMatrix c a w p q p q) / 4
      - (∑ p, ∑ q, twoMatrix c a w p q q p) / 2 := by
  have h4 : ∀ x : A, x * (4 - x) = x + x + x + x - x * x := fun x => by noncomm_ring
  rw [dirac_identity h, direct_trace h, h4]
  simp only [map_sub, map_add]
  ring

/-- If the electron number has mean `n` and mean square `n²`, then the mean squared spin is
`S(S+1)` exactly when the exchange trace is `n(4-n)/2 - 2S(S+1)`. -/
theorem exchange_trace_iff (h : CAR c a) (w : A →ₗ[ℂ] ℂ) (n S : ℂ)
    (h1 : w (numberOp c a) = n) (h2 : w (numberOp c a * numberOp c a) = n ^ 2) :
    w (spinSq c a) = S * (S + 1) ↔
      ∑ p, ∑ q, twoMatrix c a w p q q p = n * (4 - n) / 2 - 2 * (S * (S + 1)) := by
  have e := spinSq_from_traces h w
  rw [direct_trace h, h1, h2] at e
  constructor
  · intro k
    linear_combination 2 * e - 2 * k
  · intro k
    linear_combination e - k / 2

/-- Fermionic Fock space: the exterior algebra over the spin-orbitals, written as the
Clifford algebra of the zero form. -/
abbrev Fock (O : Type*) := CliffordAlgebra (0 : QuadraticForm ℂ (O × Bool → ℂ))

/-- Creation on Fock space: exterior multiplication by a spin-orbital. -/
def create (p : O) (s : Bool) : Module.End ℂ (Fock O) :=
  LinearMap.mulLeft ℂ (CliffordAlgebra.ι _ (Pi.single (p, s) 1))

/-- Annihilation on Fock space: contraction with a spin-orbital. -/
def annihilate (p : O) (s : Bool) : Module.End ℂ (Fock O) :=
  CliffordAlgebra.contractLeft (LinearMap.proj (p, s))

omit [Fintype O] in
/-- Creation and annihilation on Fock space satisfy the canonical anticommutation relations. -/
theorem car_witness : CAR (create (O := O)) annihilate where
  aa p q s t := by
    refine LinearMap.ext fun x => ?_
    change CliffordAlgebra.contractLeft _ (CliffordAlgebra.contractLeft _ x)
      + CliffordAlgebra.contractLeft _ (CliffordAlgebra.contractLeft _ x) = 0
    rw [CliffordAlgebra.contractLeft_comm, neg_add_cancel]
  cc p q s t := by
    refine LinearMap.ext fun x => ?_
    change CliffordAlgebra.ι _ _ * (CliffordAlgebra.ι _ _ * x)
      + CliffordAlgebra.ι _ _ * (CliffordAlgebra.ι _ _ * x) = 0
    rw [← mul_assoc, ← mul_assoc, ← add_mul, CliffordAlgebra.ι_mul_ι_add_swap]
    simp [QuadraticMap.polar]
  ac p q s t := by
    refine LinearMap.ext fun x => ?_
    change CliffordAlgebra.contractLeft _ (CliffordAlgebra.ι _ _ * x)
      + CliffordAlgebra.ι _ _ * CliffordAlgebra.contractLeft _ x = _
    rw [CliffordAlgebra.contractLeft_ι_mul, sub_add_cancel]
    by_cases hp : p = q <;> by_cases hs : s = t <;> simp [hp, hs]

end

end DiracSpinExchange
```

```lean
#print axioms DiracSpinExchange.spinSq_from_traces
#print axioms DiracSpinExchange.exchange_trace_iff
```

```
'DiracSpinExchange.spinSq_from_traces' depends on axioms: [propext, Classical.choice, Quot.sound]
'DiracSpinExchange.exchange_trace_iff' depends on axioms: [propext, Classical.choice, Quot.sound]
```

## From the operators to the Lean proof

The finite type `O` holds the spatial orbitals, and `Bool` holds the spin, with `true` for up. The operators live in a complex algebra `A` (not the determinant $A$ of the example), and `CAR c a` is the hypothesis that they obey the anticommutation relations. `transfer` is $T$, `pairOp` is $P$, and `twoMatrix c a w p q r s` is $\Gamma(pq,rs)$. `spinSq` is defined as $S_x^2+S_y^2+S_z^2$; the ladder form is derived in `spinSq_ladder`.

`transfer_mul` proves the product rule term by term, with case splits for the two Kronecker deltas, and then sums. `pairOp_swap` exchanges the order of summation and cancels the two signs. `ladder_commutator` combines these two lemmas.

In `dirac_operator`, `hX` splits the exchange sum into its four spin channels. The final `linear_combination` adds half of each of three equations: `hU` for $U^2$, `hD` for $V^2$, and `hS` for the symmetry of the mixed-spin channel. This is the elimination carried out above.

`dirac_identity` applies `w` by linearity, `direct_trace` normal-orders $N^2$, and `spinSq_from_traces` combines the two. `exchange_trace_iff` rearranges the result in both directions.

Finally, `car_witness` shows that the relations are realised on fermionic Fock space, built as an exterior algebra: creation is multiplication by a spin-orbital, and annihilation is contraction with one. The anticommutators follow from the multiplication and contraction rules of that algebra.

## Any linear functional, but only a mean spin

The identities hold for every complex-linear `w`. Positivity and normalisation are not assumed, nor is `c p s` required to be the adjoint of `a p s`. Transition matrix elements between two different states are therefore included. No Hamiltonian appears, so the electrons may interact in any way.

`exchange_trace_iff` has two further hypotheses, $w(N)=n$ and $w(N^2)=n^2$. For a normalised state they say that the electron number does not fluctuate. If it does, as in a grand-canonical ensemble, `dirac_identity` and `spinSq_from_traces` still apply. In the theorem `n` and `S` are arbitrary complex numbers; restricting them to physical values is left to the user.

A mean of $S(S+1)$ does not in general establish a pure spin state. A mixture of two thirds singlet and one third quintet has $\langle S^2\rangle=2$, the same as a triplet. The lowest spin is an exception: in a normalised state with a fixed electron number, a mean of $0$ (even number) or $\tfrac34$ (odd number) does establish a pure singlet or doublet, because no smaller value is available to balance a larger one.

The theorems concern a two-matrix computed from some `w`. They say nothing about rounding, or about an approximate array whose traces are inconsistent with its stated electron number. For a stated fixed number $n$, the two formulas for $\langle S^2\rangle$ disagree exactly when $D\ne n(n-1)$. Comparing them therefore tests the direct trace only; an error in $X$ changes both equally.
